# Triangular umbrella windows on a uniform grid sum to one and reproduce the coordinate

## Windows, grid and weights

Let s be a real number, the value of a reaction coordinate, and let h > 0 be the spacing of a uniform grid with points i h, where i runs over all integers. The triangular window centred at i h is

ψ_i(s) = max(0, 1 − |s/h − i|).

It has height one at its centre, falls linearly, and reaches zero at the two neighbouring grid points. The spacing h carries the unit of s, and ψ_i is dimensionless. Write k = ⌊s/h⌋ for the largest integer not exceeding s/h, and t = s/h − k for the fractional part, so that 0 ≤ t < 1.

In umbrella sampling, a window multiplies the statistical weight of each configuration. For Boltzmann weights at temperature T, multiplication by ψ_i amounts to adding the bias energy −k_B T ln ψ_i, with k_B the Boltzmann constant. This energy is infinite where the window vanishes, so a triangular window confines the reaction coordinate to an interval of length 2h.

For the application, take a finite set of configurations x, each with a weight w(x) ≥ 0, a reaction coordinate ξ(x) and the value A(x) of an observable. The weights need not be normalised. The weight of window i and the biased average of A in it are

W_i = Σ_x ψ_i(ξ(x)) w(x),

⟨A⟩_i = Σ_x ψ_i(ξ(x)) w(x) A(x) / W_i.

## Two neighbouring windows carry everything

The claim is that for every real s at most two of the ψ_i(s) are nonzero, and that

Σ_i ψ_i(s) = 1,

Σ_i i h ψ_i(s) = s.

First consider the windows away from s. If i ≤ k − 1, then s/h − i ≥ k − (k − 1) = 1. If i ≥ k + 2, then i − s/h > (k + 2) − (k + 1) = 1. In both cases |s/h − i| ≥ 1, and ψ_i(s) = 0. Only i = k and i = k + 1 remain. Their distances from s/h are t and 1 − t, so

ψ_k(s) = 1 − t,

ψ_{k+1}(s) = t.

When s is a grid point, t = 0 and only one window is nonzero.

For any function f on the integers, the sum over all windows thus reduces to two terms:

Σ_i ψ_i(s) f(i) = (1 − t) f(k) + t f(k+1).

This is linear interpolation between the grid points around s. With f(i) = 1 it gives (1 − t) + t = 1. With f(i) = i h it gives

(1 − t) k h + t (k + 1) h = (k + t) h = s.

Quadratic functions behave differently. Put f(i) = (i h − s)². Since k h − s = −t h and (k + 1) h − s = (1 − t) h,

Σ_i ψ_i(s) (i h − s)² = (1 − t) t² h² + t (1 − t)² h² = h² t (1 − t).

Expanding the square and using the first two sums gives Σ_i ψ_i(s) (i h)² = s² + h² t (1 − t). The square of the coordinate is therefore overestimated everywhere except at grid points, by at most h²/4.

## Recombining the biased averages

The sum to one lets the biased averages be put back together:

Σ_i W_i ⟨A⟩_i = Σ_x w(x) A(x).

If W_i ≠ 0, the product W_i ⟨A⟩_i is the numerator Σ_x ψ_i(ξ(x)) w(x) A(x). If W_i = 0, then every term ψ_i(ξ(x)) w(x) is zero, because these terms are nonnegative and sum to zero. The numerator is then zero as well. The quotient ⟨A⟩_i is undefined for such a window, and the product W_i ⟨A⟩_i is counted as zero, so it again equals the numerator. Summing the numerators over i and exchanging this sum with the finite sum over x gives

Σ_x [Σ_i ψ_i(ξ(x))] w(x) A(x) = Σ_x w(x) A(x).

For simulation practice, this means that cutting a finite set of configurations into triangular windows introduces no error of its own when the window weights and biased averages are exact. Separate biased simulations supply estimates of the averages, and the relative window weights have to be estimated too.

## A worked instance with h = 0.5

Take s = 1.2. Then s/h = 2.4, k = 2 and t = 0.4. The nonzero windows are ψ_2 = 0.6, centred at 1.0, and ψ_3 = 0.4, centred at 1.5. They sum to one, and the weighted centres give 0.6 · 1.0 + 0.4 · 1.5 = 1.2. The spread is 0.6 · 0.04 + 0.4 · 0.09 = 0.06, which agrees with h² t (1 − t) = 0.25 · 0.24.

Now take two configurations. The first has ξ = 1.2, w = 2 and A = 5; the second has ξ = 1.5, w = 1 and A = −1. The second lies on a grid point and belongs to window 3 alone. Hence

W_2 = 0.6 · 2 = 1.2,

W_3 = 0.4 · 2 + 1 · 1 = 1.8.

The biased averages are ⟨A⟩_2 = 6/1.2 = 5 and ⟨A⟩_3 = (4 − 1)/1.8 = 5/3. Recombination gives 1.2 · 5 + 1.8 · 5/3 = 9, the same as the direct sum 2 · 5 + 1 · (−1) = 9. Dividing by the total weight 3 gives the normalised average, 3.

## The window in Lean

The development uses Mathlib's real numbers, integer floor and infinite sums.

```lean
import Mathlib

open Finset

namespace TriangularUmbrella

noncomputable section
```

The definition measures distances in the unit of s and divides by h at the end.

```lean
/-- The triangular umbrella window of height one and half-width `h`, centred at `i h`. -/
def window (h : ℝ) (i : ℤ) (s : ℝ) : ℝ := max 0 (h - |s - i * h|) / h
```

Here `window h i s` stands for ψ_i(s), with `i` an integer and `h`, `s` real. The definition itself accepts any real `h`. For negative `h` it is zero everywhere, so the sum to one would fail; the theorems accordingly assume `0 < h`. Under that assumption the next theorem recovers the formula used above.

```lean
/-- In units of the spacing, the window is `max (0, 1 - |s/h - i|)`. -/
theorem window_eq {h : ℝ} (hh : 0 < h) (i : ℤ) (s : ℝ) :
    window h i s = max 0 (1 - |s / h - i|) := by
  have e : s / h * h = s := div_mul_cancel₀ s hh.ne'
  have e1 : s - i * h = h * (s / h - i) := by linear_combination -e
  have e2 : h - |s - i * h| = h * (1 - |s / h - i|) := by
    rw [e1, abs_mul, abs_of_pos hh]; ring
  unfold window
  rw [e2]
  rcases le_total 0 (1 - |s / h - i|) with p | p
  · rw [max_eq_right p, max_eq_right (mul_nonneg hh.le p), mul_div_cancel_left₀ _ hh.ne']
  · have q : h * (1 - |s / h - i|) ≤ 0 := by nlinarith
    rw [max_eq_left p, max_eq_left q, zero_div]
```

The equation `e2` factors h out of h − |s − i h|, which is allowed because |h| = h. The proof then distinguishes the two signs of 1 − |s/h − i|. If it is nonnegative, both maxima select their second argument and h cancels. If it is nonpositive, both maxima are zero.

## From vanishing windows to interpolation

The following lemma says that a window is zero at s unless its index is k or k + 1.

```lean
/-- A window vanishes at `s` if it is not centred at one of the two grid points `⌊s/h⌋ h` and
`(⌊s/h⌋ + 1) h`. -/
theorem window_eq_zero {h : ℝ} (hh : 0 < h) (s : ℝ) (i : ℤ)
    (h1 : i ≠ ⌊s / h⌋) (h2 : i ≠ ⌊s / h⌋ + 1) : window h i s = 0 := by
  have a := Int.floor_le (s / h)
  have b := Int.lt_floor_add_one (s / h)
  rw [window_eq hh]
  apply max_eq_left
  rcases lt_or_gt_of_ne h1 with c | c
  · have d : (i : ℝ) + 1 ≤ (⌊s / h⌋ : ℝ) := by
      exact_mod_cast Int.add_one_le_iff.mpr c
    linarith [le_abs_self (s / h - i)]
  · have d' : ⌊s / h⌋ + 2 ≤ i := by omega
    have d : (⌊s / h⌋ : ℝ) + 2 ≤ (i : ℝ) := by exact_mod_cast d'
    linarith [neg_le_abs (s / h - i)]
```

The facts `a` and `b` are the floor inequalities k ≤ s/h < k + 1. An index different from k is either smaller or larger. If it is smaller, then i + 1 ≤ k; if it is larger and also different from k + 1, then i ≥ k + 2. These are the two cases of the derivation, and `linarith` completes each by bounding the absolute value from below.

The interpolation formula is stated for an arbitrary real function `f` on the integers.

```lean
/-- The window-weighted sum of any grid function is its linear interpolation between
the two grid points around `s`. -/
theorem hasSum_interpolation {h : ℝ} (hh : 0 < h) (s : ℝ) (f : ℤ → ℝ) :
    HasSum (fun i : ℤ => window h i s * f i)
      ((1 - Int.fract (s / h)) * f ⌊s / h⌋ + Int.fract (s / h) * f (⌊s / h⌋ + 1)) := by
  have a := Int.floor_le (s / h)
  have b := Int.lt_floor_add_one (s / h)
  have t := Int.floor_add_fract (s / h)
  -- the two surviving windows have the values 1 - t and t
  have v1 : window h ⌊s / h⌋ s = 1 - Int.fract (s / h) := by
    rw [window_eq hh, abs_of_nonneg (by linarith), max_eq_right (by linarith)]
    linarith
  have v2 : window h (⌊s / h⌋ + 1) s = Int.fract (s / h) := by
    rw [window_eq hh, Int.cast_add, Int.cast_one, abs_of_nonpos (by linarith),
      max_eq_right (by linarith)]
    linarith
  have key : HasSum (fun i : ℤ => window h i s * f i)
      (∑ i ∈ ({⌊s / h⌋, ⌊s / h⌋ + 1} : Finset ℤ), window h i s * f i) := by
    apply hasSum_sum_of_ne_finset_zero
    intro i hi
    simp only [Finset.mem_insert, Finset.mem_singleton, not_or] at hi
    rw [window_eq_zero hh s i hi.1 hi.2, zero_mul]
  rw [Finset.sum_pair (by omega), v1, v2] at key
  exact key
```

The expression `HasSum g a` says that the family g is summable, independently of the order of its terms, and that its sum is a. Convergence over the infinite grid is thus part of the statement. In the code `Int.fract (s / h)` is t. The equations `v1` and `v2` compute the two surviving windows, and `key` reduces the infinite sum to the pair {k, k + 1}, since all other terms vanish by the previous lemma. No growth condition on `f` is needed, because only two of its values enter.

## The three properties together

The main theorem collects the three claims for every real s.

```lean
/-- At every `s` at most two windows are nonzero, the windows sum to one, and the window
centres weighted by the windows sum to `s`. -/
theorem triangular_windows {h : ℝ} (hh : 0 < h) (s : ℝ) :
    {i : ℤ | window h i s ≠ 0}.encard ≤ 2 ∧
    HasSum (fun i : ℤ => window h i s) 1 ∧
    HasSum (fun i : ℤ => window h i s * (i * h)) s := by
  refine ⟨?_, ?_, ?_⟩
  · have sub : {i : ℤ | window h i s ≠ 0} ⊆
        (({⌊s / h⌋, ⌊s / h⌋ + 1} : Finset ℤ) : Set ℤ) := by
      intro i hi
      by_contra hn
      simp only [Finset.mem_coe, Finset.mem_insert, Finset.mem_singleton, not_or] at hn
      exact hi (window_eq_zero hh s i hn.1 hn.2)
    refine (Set.encard_le_encard sub).trans ?_
    rw [Set.encard_coe_eq_coe_finsetCard]
    exact_mod_cast Finset.card_le_two
  · -- interpolation of the constant function
    have key := hasSum_interpolation hh s (fun _ => 1)
    simp only [mul_one, sub_add_cancel] at key
    exact key
  · -- interpolation of the linear function
    have e : s / h * h = s := div_mul_cancel₀ s hh.ne'
    have t := Int.floor_add_fract (s / h)
    convert hasSum_interpolation hh s (fun i : ℤ => (i : ℝ) * h) using 1
    push_cast
    linear_combination -e - h * t
```

The first part concerns the set of indices whose window is nonzero at s. Its size is measured by `encard`, which takes the value infinity for an infinite set, so the bound by 2 includes finiteness. The proof places this set inside {k, k + 1}. The second and third parts apply the interpolation formula to the constant function and to i h. In the last one, `linear_combination` checks the identity (1 − t) k h + t (k + 1) h = s from (s/h) h = s and k + t = s/h.

The spread of the centres around s follows from the same formula.

```lean
/-- The window-weighted mean square distance of the window centres from `s` is
`h² t (1 - t)`, where `t` is the fractional part of `s/h`. -/
theorem hasSum_spread {h : ℝ} (hh : 0 < h) (s : ℝ) :
    HasSum (fun i : ℤ => window h i s * (i * h - s) ^ 2)
      (h ^ 2 * Int.fract (s / h) * (1 - Int.fract (s / h))) := by
  have e : s / h * h = s := div_mul_cancel₀ s hh.ne'
  have t := Int.floor_add_fract (s / h)
  have es : s - h * (⌊s / h⌋ + Int.fract (s / h)) = 0 := by
    linear_combination -e - h * t
  convert hasSum_interpolation hh s (fun i : ℤ => ((i : ℝ) * h - s) ^ 2) using 1
  push_cast
  linear_combination -(s - h * (⌊s / h⌋ + Int.fract (s / h))) * es
```

The theorem gives the exact value h² t (1 − t) for each s. The equation `es` records that s − h (k + t) is zero. Before this is used, the interpolated expression and the claimed value differ by exactly the square of that quantity, which is why `es` appears multiplied by its own left-hand side in the last line.

## Finite ensembles and their biased averages

The configurations form a finite type `X`. The functions `ξ`, `w` and `A` assign a reaction coordinate, a weight and an observable value to each of them.

```lean
variable {X : Type*} [Fintype X]

/-- The statistical weight of window `i`, for configurations `x` of weight `w x` and
reaction coordinate `ξ x`. -/
def windowWeight (h : ℝ) (ξ w : X → ℝ) (i : ℤ) : ℝ :=
  ∑ x, window h i (ξ x) * w x
```

This is W_i. Nothing here fixes the origin of the weights: they may be Boltzmann factors of a discrete model or the weights of a finite sample.

```lean
/-- The average of the observable `A` in the ensemble biased by window `i`. -/
def windowMean (h : ℝ) (ξ w A : X → ℝ) (i : ℤ) : ℝ :=
  (∑ x, window h i (ξ x) * (w x * A x)) / windowWeight h ξ w i
```

This is ⟨A⟩_i. For a window of zero weight, Lean's division returns zero; the recombination theorem doesn't depend on that value, since it is multiplied by W_i = 0.

```lean
/-- The biased averages of an observable, each multiplied by the weight of its window,
add up to the weighted sum of the observable over all configurations. -/
theorem umbrella_recombination {h : ℝ} (hh : 0 < h) (ξ w A : X → ℝ) (hw : ∀ x, 0 ≤ w x) :
    HasSum (fun i : ℤ => windowWeight h ξ w i * windowMean h ξ w A i)
      (∑ x, w x * A x) := by
  have e : ∀ i : ℤ, windowWeight h ξ w i * windowMean h ξ w A i
      = ∑ x, window h i (ξ x) * (w x * A x) := by
    intro i
    by_cases hz : windowWeight h ξ w i = 0
    · -- a window of zero weight contains no configuration of positive weight
      have nn : ∀ x ∈ (Finset.univ : Finset X), 0 ≤ window h i (ξ x) * w x :=
        fun x _ => mul_nonneg (div_nonneg (le_max_left _ _) hh.le) (hw x)
      have z := (Finset.sum_eq_zero_iff_of_nonneg nn).1 hz
      rw [hz, zero_mul]
      symm
      apply Finset.sum_eq_zero
      intro x hx
      rw [← mul_assoc, z x hx, zero_mul]
    · unfold windowMean
      rw [mul_comm, div_mul_cancel₀ _ hz]
  simp only [e]
  -- the partition of unity acts on each configuration separately
  apply hasSum_sum
  intro x _
  have key := (triangular_windows hh (ξ x)).2.1.mul_right (w x * A x)
  rw [one_mul] at key
  exact key

end

end TriangularUmbrella
```

The hypothesis `hw` says that the weights are nonnegative, as statistical weights are. It is used for windows with W_i = 0: there it excludes a cancellation between positive and negative terms, which could leave a nonzero numerator above a zero denominator.

The equation `e` rewrites each product W_i ⟨A⟩_i as its numerator, with the two cases treated as in the derivation. Then `hasSum_sum` exchanges the sum over windows with the finite sum over configurations. For each x, the second part of `triangular_windows`, taken at s = ξ(x) and multiplied by w(x) A(x), completes the proof.

The right-hand side is a weighted sum and not yet an average. Choosing A = 1 shows that the window weights add up to the total weight Σ_x w(x), and if this total is positive, dividing by it gives the normalised ensemble average. The theorem treats exact sums over a finite set with one reaction coordinate; continuous configuration spaces, sampling error and the estimation of the W_i from simulation data are not part of it.

```lean
#print axioms TriangularUmbrella.triangular_windows
#print axioms TriangularUmbrella.hasSum_spread
#print axioms TriangularUmbrella.umbrella_recombination
```

```
'TriangularUmbrella.triangular_windows' depends on axioms: [propext, Classical.choice, Quot.sound]
'TriangularUmbrella.hasSum_spread' depends on axioms: [propext, Classical.choice, Quot.sound]
'TriangularUmbrella.umbrella_recombination' depends on axioms: [propext, Classical.choice, Quot.sound]
```
